# Atomic charges are sums of antisymmetric bond transfers exactly when every connected component is neutral

When bond charge increments, added to the formal charges of the atoms, are fitted to reference atomic charges, a preliminary check is to add up the charges of each molecule in the system and compare the sum with the molecule's total formal charge. If the two differ, no choice of increments reproduces the reference charges exactly. If they agree for every molecule, an exact choice exists, provided that each bond may carry its own value. Force fields usually share increments among bonds of the same type; that restriction is not modelled here, and it can exclude charges that the condition below allows.

## Atoms, bonds and transfers

The atoms form a finite set V, and the bonds are the edges of a simple graph G on V. A bond is present or absent: it has no order, length or type.

```lean
import Mathlib

open scoped Classical

namespace BondChargeIncrements

noncomputable section

variable {V : Type*} [Fintype V] (G : SimpleGraph V)
```

A transfer p assigns a real number p_ij to each ordered pair of atoms, the charge that i gains from j. Whatever i gains, j loses:

p_ij = −p_ji

This is charge conservation in each exchange, and `IsTransfer p` states it for all pairs. In particular p_ii = 0.

```lean
/-- Bond transfers are antisymmetric: what atom `i` gains from `j`, atom `j` loses to `i`. -/
def IsTransfer {V : Type*} (p : V → V → ℝ) : Prop := ∀ i j, p i j = -p j i
```

The charge of atom i is the sum over its bonded neighbours, written i ~ j:

b_i = ∑_{j ~ i} p_ij

Values of p on unbonded pairs are allowed but never enter `bondCharge`. An isolated atom has an empty sum and therefore charge zero.

```lean
/-- The charge of atom `i` produced by the transfers `p` over its bonds. -/
def bondCharge (p : V → V → ℝ) (i : V) : ℝ := ∑ j ∈ G.neighborFinset i, p i j
```

A connected component c consists of an atom together with all atoms that chains of bonds link to it, usually one molecule or ion. Its total charge under charges q is

Q_c(q) = ∑_{i in c} q_i

In Lean, `G.connectedComponentMk i` is the component that contains i.

```lean
/-- The total charge of the connected component `c`. -/
def fragmentCharge (q : V → ℝ) (c : G.ConnectedComponent) : ℝ :=
  ∑ i ∈ Finset.univ.filter (fun i => G.connectedComponentMk i = c), q i
```

The construction also needs a unit charge on a single atom u: e_u(i) = 1 if i = u, and 0 otherwise.

```lean
/-- A unit charge placed on atom `u`. -/
def unitCharge {V : Type*} (u i : V) : ℝ := if i = u then 1 else 0
```

## Transfers leave each component neutral

It is convenient to let the neighbour sum run over all atoms, with zero for unbonded pairs.

```lean
lemma bondCharge_eq_sum (p : V → V → ℝ) (i : V) :
    bondCharge G p i = ∑ j, if G.Adj i j then p i j else 0 := by
  rw [bondCharge, ← Finset.sum_filter]
  exact Finset.sum_congr (by ext j; simp) (fun _ _ => rfl)
```

Similarly, the product e_u(i) e_v(j) vanishes unless i = u and j = v. The proof separates the cases i = u and i ≠ u.

```lean
lemma unitCharge_mul {V : Type*} {u v i j : V} (h : ¬(i = u ∧ j = v)) :
    unitCharge u i * unitCharge v j = 0 := by
  by_cases a : i = u
  · have b : j ≠ v := fun b => h ⟨a, b⟩
    simp [unitCharge, b]
  · simp [unitCharge, a]
```

Now fix a component c. Let f_ij = p_ij if i lies in c and i ~ j, and f_ij = 0 otherwise. Then

Q_c(b) = ∑_i ∑_j f_ij

Two bonded atoms lie in the same component, so the condition "i lies in c" is the same for both, and f_ij = −f_ji. Exchanging the names of the indices gives

Q_c(b) = −Q_c(b), hence Q_c(b) = 0

In the proof, `hS` is the double sum, `hf` the antisymmetry and `hneg` the exchange, with `Finset.sum_comm` swapping the order of summation.

```lean
/-- Antisymmetric bond transfers leave every connected component neutral. -/
theorem fragmentCharge_bondCharge {p : V → V → ℝ} (hp : IsTransfer p)
    (c : G.ConnectedComponent) : fragmentCharge G (bondCharge G p) c = 0 := by
  let f : V → V → ℝ := fun i j =>
    if G.connectedComponentMk i = c then (if G.Adj i j then p i j else 0) else 0
  have hS : fragmentCharge G (bondCharge G p) c = ∑ i, ∑ j, f i j := by
    unfold fragmentCharge
    rw [Finset.sum_filter]
    refine Finset.sum_congr rfl fun i _ => ?_
    rw [bondCharge_eq_sum]
    by_cases h : G.connectedComponentMk i = c
    · simp only [f, if_pos h]
    · simp only [f, if_neg h, Finset.sum_const_zero]
  -- bonded atoms share a component, so the summand is antisymmetric
  have hf : ∀ i j, f i j = -f j i := by
    intro i j
    by_cases h : G.Adj i j
    · have hc : G.connectedComponentMk i = G.connectedComponentMk j :=
        SimpleGraph.ConnectedComponent.sound h.reachable
      simp only [f, hc, if_pos h, if_pos h.symm]
      split_ifs
      · exact hp i j
      · simp
    · have h' : ¬G.Adj j i := fun k => h k.symm
      simp [f, h, h']
  have hneg : ∑ i, ∑ j, f i j = -∑ i, ∑ j, f i j := by
    calc ∑ i, ∑ j, f i j = ∑ i, ∑ j, -f j i :=
          Finset.sum_congr rfl fun i _ => Finset.sum_congr rfl fun j _ => hf i j
      _ = -∑ i, ∑ j, f j i := by simp only [Finset.sum_neg_distrib]
      _ = -∑ i, ∑ j, f i j := congrArg Neg.neg Finset.sum_comm
  linarith
```

## Moving a unit charge along bonds

For a bond u ~ v, take

p_ij = e_u(i) e_v(j) − e_v(i) e_u(j)

This is antisymmetric, and it is nonzero only on the pairs (u, v) and (v, u), which are bonded. Restricting the sum to neighbours therefore loses nothing, and since ∑_j e_w(j) = 1 for every atom w,

b_i = e_u(i) − e_v(i)

The `calc` block first removes the bond restriction and then evaluates the sums.

```lean
/-- If `u` and `v` are bonded, some antisymmetric transfer produces charge `+1` on `u`, `-1` on `v`
and zero on every other atom. -/
theorem exists_transfer_bond {u v : V} (h : G.Adj u v) :
    ∃ p, IsTransfer p ∧ ∀ i, bondCharge G p i = unitCharge u i - unitCharge v i := by
  refine ⟨fun i j => unitCharge u i * unitCharge v j - unitCharge v i * unitCharge u j,
    fun i j => by ring, fun i => ?_⟩
  have hsum : ∀ w : V, ∑ j, unitCharge w j = 1 := fun w => by simp [unitCharge]
  rw [bondCharge_eq_sum]
  calc _ = ∑ j, (unitCharge u i * unitCharge v j - unitCharge v i * unitCharge u j) := by
        refine Finset.sum_congr rfl fun j _ => ?_
        by_cases hij : G.Adj i j
        · rw [if_pos hij]
        · have h1 : ¬(i = u ∧ j = v) := by
            rintro ⟨rfl, rfl⟩
            exact hij h
          have h2 : ¬(i = v ∧ j = u) := by
            rintro ⟨rfl, rfl⟩
            exact hij h.symm
          rw [if_neg hij, unitCharge_mul h1, unitCharge_mul h2, sub_zero]
    _ = _ := by
        rw [Finset.sum_sub_distrib, ← Finset.mul_sum, ← Finset.mul_sum, hsum, hsum]
        ring
```

If u and v are joined by a chain of bonds, the transfers along the chain are added. With w the first atom after u, the charges combine as

(e_u − e_w) + (e_w − e_v) = e_u − e_v

Lean does this by induction on the walk. The empty walk, with u = v, uses the zero transfer; a longer one adds a single-bond transfer `s` to the transfer `t` for the rest.

```lean
/-- Bond transfers can put charge `+1` and `-1` on any two atoms joined by a chain of bonds. -/
theorem exists_transfer_between {u v : V} (h : G.Reachable u v) :
    ∃ p, IsTransfer p ∧ ∀ i, bondCharge G p i = unitCharge u i - unitCharge v i := by
  obtain ⟨w⟩ := h
  induction w with
  | nil => exact ⟨fun _ _ => 0, fun _ _ => by simp, fun i => by simp [bondCharge]⟩
  | cons h _ ih =>
    obtain ⟨s, hs, hsq⟩ := exists_transfer_bond G h
    obtain ⟨t, ht, htq⟩ := ih
    refine ⟨fun i j => s i j + t i j, fun i j => by linarith [hs i j, ht i j], fun i => ?_⟩
    have hadd : bondCharge G (fun i j => s i j + t i j) i
        = bondCharge G s i + bondCharge G t i := by
      simp only [bondCharge, Finset.sum_add_distrib]
    rw [hadd, hsq, htq]
    ring
```

## The charge left on the root

The main theorem says that for given charges q there is an antisymmetric p with q_i = b_i for every atom if and only if Q_c(q) = 0 for every component c. The forward direction has been shown above.

For the converse, choose a root atom r(c) in each component, and write c(i) for the component of i. Let t^(i) be a transfer that puts +1 on i and −1 on r(c(i)), and set

p_ab = ∑_i q_i t^(i)_ab

The resulting charge on atom a is

b_a = ∑_i q_i e_i(a) − ∑_i q_i e_{r(c(i))}(a)

The first sum is q_a. In the second, an atom i outside c(a) has its root outside c(a) too, so it contributes nothing; the atoms inside share the root r(c(a)). Thus

b_a = q_a − Q_{c(a)}(q) e_{r(c(a))}(a) = q_a

because the component total vanishes. The two `choose` steps select the roots and the transfers, `hlin` uses the linearity of the charges in p, and `hself` and `hroot` evaluate the two sums.

Replacing the component condition by neutrality of the whole system would make the statement false. Two monatomic ions with charges +1 and −1 and no bond between them are neutral together, yet neither has a bond through which to acquire its charge.

```lean
/-- Atomic charges are sums of antisymmetric bond transfers if and only if they add up to zero
on every connected component of the bond graph. -/
theorem exists_transfer_iff (q : V → ℝ) :
    (∃ p, IsTransfer p ∧ ∀ i, q i = bondCharge G p i) ↔ ∀ c, fragmentCharge G q c = 0 := by
  constructor
  · rintro ⟨p, hp, h⟩ c
    rw [funext h]
    exact fragmentCharge_bondCharge G hp c
  · intro h0
    -- choose a root atom in each component and, for every atom, a transfer between it and its root
    have hrep : ∀ c : G.ConnectedComponent, ∃ v, G.connectedComponentMk v = c :=
      fun c => Quot.exists_rep c
    choose r hr using hrep
    choose t ht htq using fun i => exists_transfer_between G
      (SimpleGraph.ConnectedComponent.exact (hr (G.connectedComponentMk i)).symm)
    refine ⟨fun a b => ∑ i, q i * t i a b, fun a b => ?_, fun a => ?_⟩
    · change ∑ i, q i * t i a b = -∑ i, q i * t i b a
      rw [← Finset.sum_neg_distrib]
      refine Finset.sum_congr rfl fun i _ => ?_
      rw [ht i a b]
      ring
    · have hlin : bondCharge G (fun a b => ∑ i, q i * t i a b) a
          = ∑ i, q i * bondCharge G (t i) a := by
        simp only [bondCharge, Finset.mul_sum]
        exact Finset.sum_comm
      have hself : ∑ i, q i * unitCharge i a = q a := by simp [unitCharge]
      -- this sum is the component's total charge if `a` is the root, and zero otherwise
      have hroot : ∑ i, q i * unitCharge (r (G.connectedComponentMk i)) a = 0 := by
        calc _ = ∑ i, (if G.connectedComponentMk i = G.connectedComponentMk a then q i else 0)
                * unitCharge (r (G.connectedComponentMk a)) a := by
              refine Finset.sum_congr rfl fun i _ => ?_
              by_cases hi : G.connectedComponentMk i = G.connectedComponentMk a
              · rw [if_pos hi, hi]
              · have hne : a ≠ r (G.connectedComponentMk i) := fun e =>
                  hi ((hr _).symm.trans (congrArg G.connectedComponentMk e.symm))
                rw [if_neg hi, unitCharge, if_neg hne]
                ring
          _ = fragmentCharge G q (G.connectedComponentMk a)
                * unitCharge (r (G.connectedComponentMk a)) a := by
              rw [← Finset.sum_mul, fragmentCharge, Finset.sum_filter]
          _ = 0 := by rw [h0, zero_mul]
      rw [hlin]
      simp only [htq, mul_sub, Finset.sum_sub_distrib]
      rw [hself, hroot, sub_zero]
```

As a numerical instance, take a chain 1–2–3 with charges 0.3, −0.5 and 0.2, which add up to zero, and let atom 1 be the root. Sending the charges of atoms 2 and 3 out from the root along the chain gives

p_21 = q_2 + q_3 = −0.3

p_32 = q_3 = 0.2

Then b_1 = p_12 = 0.3, b_2 = p_21 + p_23 = −0.3 − 0.2 = −0.5 and b_3 = p_32 = 0.2, as required.

## Formal charges and connected molecules

Ions need a reference q₀, typically the formal charges, to which the transfers are added: q_i = q₀_i + b_i. Applying the theorem to q − q₀ turns the condition into

Q_c(q) = Q_c(q₀) for every c

The Lean proof uses `hsub`, the linearity of the component total, in both directions. The reference is an arbitrary real function, so integer values are not required.

```lean
/-- Charges can be reached from formal charges `q₀` by bond transfers if and only if both
give every connected component the same total charge. -/
theorem exists_transfer_from_formal_iff (q q₀ : V → ℝ) :
    (∃ p, IsTransfer p ∧ ∀ i, q i = q₀ i + bondCharge G p i) ↔
      ∀ c, fragmentCharge G q c = fragmentCharge G q₀ c := by
  have hsub : ∀ c, fragmentCharge G (fun i => q i - q₀ i) c
      = fragmentCharge G q c - fragmentCharge G q₀ c := fun c => by
    simp only [fragmentCharge, Finset.sum_sub_distrib]
  constructor
  · rintro ⟨p, hp, h⟩ c
    have h1 := (exists_transfer_iff G (fun i => q i - q₀ i)).1
      ⟨p, hp, fun i => sub_eq_iff_eq_add'.2 (h i)⟩ c
    linarith [hsub c]
  · intro h
    obtain ⟨p, hp, hq⟩ := (exists_transfer_iff G (fun i => q i - q₀ i)).2
      (fun c => by rw [hsub, h, sub_self])
    exact ⟨p, hp, fun i => sub_eq_iff_eq_add'.1 (hq i)⟩
```

With zero reference and a connected graph there is a single component, and the condition reduces to ∑_i q_i = 0. The hypothesis `hG` includes the existence of at least one atom, and `key` identifies each component total with the full sum.

```lean
/-- In a connected molecule, charges are sums of bond transfers if and only if the molecule
is neutral. -/
theorem exists_transfer_iff_of_connected (hG : G.Connected) (q : V → ℝ) :
    (∃ p, IsTransfer p ∧ ∀ i, q i = bondCharge G p i) ↔ ∑ i, q i = 0 := by
  have key : ∀ c, fragmentCharge G q c = ∑ i, q i := by
    intro c
    obtain ⟨v, hv⟩ : ∃ v, G.connectedComponentMk v = c := Quot.exists_rep c
    unfold fragmentCharge
    rw [Finset.filter_true_of_mem]
    intro i _
    rw [← hv]
    exact SimpleGraph.ConnectedComponent.sound (hG.preconnected i v)
  obtain ⟨v₀⟩ := hG.nonempty
  rw [exists_transfer_iff]
  exact ⟨fun h => (key (G.connectedComponentMk v₀)).symm.trans (h _),
    fun h c => (key c).trans h⟩
```

## When the charges fix a transfer

Suppose that deleting the bond u ~ v leaves no chain between its ends; this is hypothesis `hb`. Call the remaining graph H. Separating the contribution of the deleted bond gives

b_i(G) = b_i(H) + p_uv (e_u(i) − e_v(i))

Sum this over the component of u in H. The first term gives zero, because transfers leave every component of H neutral. The component contains u but not v, so what remains is

p_uv = sum of b_i(G) over the fragment that contains u

If the transfers are added to formal charges, p_uv is therefore the fragment's total charge minus its total formal charge. In the chain above, where the reference is zero, cutting 1–2 leaves atom 1 alone, and p_12 = 0.3 is its charge. In Lean, `hsplit` is the separation, proved pair by pair, and `hunit` evaluates the total of a unit charge over the fragment.

```lean
/-- If deleting the bond `u`-`v` disconnects its ends, the transfer over it equals the total charge
that `p` produces, in `G`, on the fragment that then contains `u`. -/
theorem transfer_eq_fragmentCharge {p : V → V → ℝ} (hp : IsTransfer p) {u v : V}
    (h : G.Adj u v) (hb : ¬(G.deleteEdges {s(u, v)}).Reachable u v) :
    p u v = fragmentCharge (G.deleteEdges {s(u, v)}) (bondCharge G p)
      ((G.deleteEdges {s(u, v)}).connectedComponentMk u) := by
  obtain ⟨H, hH⟩ : ∃ H, H = G.deleteEdges {s(u, v)} := ⟨_, rfl⟩
  rw [← hH] at hb ⊢
  have hadj : ∀ i j, H.Adj i j ↔ G.Adj i j ∧ ¬((i = u ∧ j = v) ∨ (i = v ∧ j = u)) := by
    intro i j
    rw [hH, SimpleGraph.deleteEdges_adj, Set.mem_singleton_iff, Sym2.eq_iff]
  have hsum : ∀ w : V, ∑ j, unitCharge w j = 1 := fun w => by simp [unitCharge]
  -- split off the contribution of the deleted bond
  have hsplit : ∀ i, bondCharge G p i
      = bondCharge H p i + p u v * (unitCharge u i - unitCharge v i) := by
    intro i
    have hpt : ∀ j, (if G.Adj i j then p i j else 0) = (if H.Adj i j then p i j else 0)
        + p u v * (unitCharge u i * unitCharge v j - unitCharge v i * unitCharge u j) := by
      intro j
      by_cases h1 : i = u ∧ j = v
      · have hn : ¬H.Adj i j := fun k => ((hadj i j).1 k).2 (Or.inl h1)
        rw [if_neg hn]
        obtain ⟨rfl, rfl⟩ := h1
        simp [unitCharge, h, h.ne]
      · by_cases h2 : i = v ∧ j = u
        · have hn : ¬H.Adj i j := fun k => ((hadj i j).1 k).2 (Or.inr h2)
          rw [if_neg hn, unitCharge_mul h1]
          obtain ⟨rfl, rfl⟩ := h2
          rw [if_pos h.symm, hp i j]
          simp [unitCharge]
        · rw [unitCharge_mul h1, unitCharge_mul h2]
          by_cases hA : G.Adj i j
          · rw [if_pos hA, if_pos ((hadj i j).2 ⟨hA, fun k => k.elim h1 h2⟩)]
            ring
          · rw [if_neg hA, if_neg (fun k => hA ((hadj i j).1 k).1)]
            ring
    rw [bondCharge_eq_sum, bondCharge_eq_sum, Finset.sum_congr rfl fun j _ => hpt j,
      Finset.sum_add_distrib, ← Finset.mul_sum, Finset.sum_sub_distrib, ← Finset.mul_sum,
      ← Finset.mul_sum, hsum, hsum, mul_one, mul_one]
  have hunit : ∀ w, fragmentCharge H (unitCharge w) (H.connectedComponentMk u)
      = if H.connectedComponentMk w = H.connectedComponentMk u then 1 else 0 := by
    intro w
    unfold fragmentCharge unitCharge
    rw [Finset.sum_ite_eq']
    simp only [Finset.mem_filter, Finset.mem_univ, true_and]
  have hv : H.connectedComponentMk v ≠ H.connectedComponentMk u := fun e =>
    hb (SimpleGraph.ConnectedComponent.exact e.symm)
  have h0 := fragmentCharge_bondCharge H hp (H.connectedComponentMk u)
  have hu1 := hunit u
  have hv1 := hunit v
  rw [if_pos rfl] at hu1
  rw [if_neg hv] at hv1
  rw [funext hsplit]
  unfold fragmentCharge at h0 hu1 hv1 ⊢
  rw [Finset.sum_add_distrib, ← Finset.mul_sum, Finset.sum_sub_distrib, h0, hu1, hv1]
  ring
```

In a ring, deleting one bond does not separate its ends. Number the atoms of a three-membered ring 0, 1, 2 and let a unit transfer circulate:

p_01 = p_12 = p_20 = 1

p_10 = p_21 = p_02 = −1

```lean
/-- A unit transfer circulating around a three-membered ring. -/
def ringCurrent : Fin 3 → Fin 3 → ℝ := ![![0, 1, -1], ![-1, 0, 1], ![1, -1, 0]]
```

Each atom gains 1 from one neighbour and loses 1 to the other, so all charges vanish:

b_0 = p_01 + p_02 = 1 − 1 = 0

and likewise for atoms 1 and 2. Here `⊤` is the complete graph on three atoms, so every pair is bonded and the nonzero values of p really sit on bonds. Adding any nonzero multiple of this transfer changes the increments but not the charges; atomic charges alone therefore do not determine independent increments in such a ring. The proof checks the entries case by case with `fin_cases`.

```lean
/-- The circulating transfer in a three-membered ring is antisymmetric and nonzero, yet it
produces no atomic charges. -/
theorem ringCurrent_chargeless :
    IsTransfer ringCurrent ∧ ringCurrent ≠ 0 ∧
      ∀ i, bondCharge (⊤ : SimpleGraph (Fin 3)) ringCurrent i = 0 := by
  refine ⟨fun i j => ?_, fun h => ?_, fun i => ?_⟩
  · fin_cases i <;> fin_cases j <;> simp [ringCurrent]
  · have h1 := congrFun (congrFun h 0) 1
    simp [ringCurrent] at h1
  · rw [bondCharge_eq_sum]
    fin_cases i <;> simp [Fin.sum_univ_three, ringCurrent]

end

end BondChargeIncrements
```

```lean
#print axioms BondChargeIncrements.exists_transfer_iff
-- 'BondChargeIncrements.exists_transfer_iff' depends on axioms: [propext, Classical.choice, Quot.sound]
#print axioms BondChargeIncrements.exists_transfer_from_formal_iff
-- 'BondChargeIncrements.exists_transfer_from_formal_iff' depends on axioms: [propext, Classical.choice, Quot.sound]
#print axioms BondChargeIncrements.transfer_eq_fragmentCharge
-- 'BondChargeIncrements.transfer_eq_fragmentCharge' depends on axioms: [propext, Classical.choice, Quot.sound]
#print axioms BondChargeIncrements.ringCurrent_chargeless
-- 'BondChargeIncrements.ringCurrent_chargeless' depends on axioms: [propext, Classical.choice, Quot.sound]
```
